# On a finite ring, the open-path end-to-end function of a density matrix is the Fourier sum of its momentum distribution

Q: Before I look at any formal statement, show me the mechanism on something I can compute in my head.

A: Take a ring with two sites, $0$ and $1$. A density matrix on it has diagonal entries $a$ and $1-a$, and off-diagonal entries $\rho(0,1)=c$ and $\rho(1,0)=\bar c$. Let $G(d)$ be the sum of $\rho(x+d,x)$ over the sites $x$. Then
$$G(0)=a+(1-a)=1,\qquad G(1)=\bar c+c=2\operatorname{Re}c.$$
The normalised plane waves are $(1,1)/\sqrt2$ and $(1,-1)/\sqrt2$. The expectations of $\rho$ in them are
$$n(0)=\tfrac12(1+2\operatorname{Re}c),\qquad n(1)=\tfrac12(1-2\operatorname{Re}c).$$
So $n(0)+n(1)=G(0)=1$ and $n(0)-n(1)=G(1)$, which is the Fourier sum for two sites. Positivity of $\rho$ gives $|c|^2\le a(1-a)\le\tfrac14$, hence both $n(0)$ and $n(1)$ are non-negative.

Q: Neither $a$ nor $\operatorname{Im}c$ survives in $G$.

A: Correct. $G$ fixes the momentum distribution, not the state.

Q: Now the general ring, with every step.

A: Let the ring have $N\ge1$ sites, with positions, displacements and wave numbers all counted modulo $N$. Write
$$\varphi_k(d)=e^{2\pi i kd/N},\qquad \psi_k(x)=\varphi_k(x)/\sqrt N .$$
Changing $k$ or $d$ by $N$ multiplies the phase by $e^{2\pi i\cdot\text{integer}}=1$, so $\varphi_k(d)$ is well defined on the ring, and $\varphi_k(a+b)=\varphi_k(a)\varphi_k(b)$ for any two displacements $a$ and $b$. From here on $a$ is a displacement, no longer the matrix entry of the two-site example. The momentum distribution is
$$n(k)=\sum_{x,y}\overline{\psi_k(x)}\,\rho(x,y)\,\psi_k(y)=\frac1N\sum_{x,y}\rho(x,y)\,\varphi_k(y-x).$$
Substitute $x=y+d$ and sum over $y$ first:
$$n(k)=\frac1N\sum_d G(d)\,\varphi_k(-d).$$
To invert this, we need $\sum_k\varphi_k(a)$. For $a=0$ it is $N$. For $a\neq0$ it is a geometric series with ratio $r=e^{2\pi i a/N}\neq1$ and $r^N=1$, so it equals $(r^N-1)/(r-1)=0$. Therefore
$$\sum_k n(k)\varphi_k(d)=\frac1N\sum_a G(a)\sum_k\varphi_k(d-a)=G(d).$$

Q: You haven't used that $\rho$ is a density matrix.

A: The inversion holds for every matrix. The hypothesis enters afterwards: positive semidefiniteness makes each expectation $n(k)$ real and non-negative, and setting $d=0$ gives $\sum_k n(k)=G(0)=\operatorname{tr}\rho=1$.

Q: Then let me see how the code sets up the ring and the phase.

A: The ring is `ZMod N`, and `NeZero N` excludes only $N=0$.

In Lean 4 with Mathlib:

```lean
import Mathlib

open Matrix
open scoped ComplexOrder

namespace OpenPathMomentum

noncomputable section

variable {N : ℕ} [NeZero N]

/-- The phase `exp(2πi k d / N)` of wave number `k` at displacement `d` on the ring. -/
def phase (k d : ZMod N) : ℂ :=
  Complex.exp (2 * Real.pi * Complex.I * ((k.val : ℂ) * (d.val : ℂ)) / N)
```

Q: `k.val` and `d.val` are representatives between $0$ and $N-1$. What became of negative momenta?

A: They are the large representatives: $k=N-1$ is the same wave as $k=-1$. These are lattice wave numbers. With lattice spacing $\ell$, the label $k$ corresponds to momentum $2\pi\hbar k/(N\ell)$, up to multiples of $2\pi\hbar/\ell$. Neither $\hbar$ nor $\ell$ appears in the file.

```lean
/-- The normalised plane wave `exp(2πi k x / N) / √N`. -/
def planeWave (k : ZMod N) : ZMod N → ℂ :=
  fun x => phase k x / ((Real.sqrt (N : ℝ) : ℝ) : ℂ)
```

Q: And what counts as a state?

A: Any positive semidefinite matrix of unit trace. The first condition says that no measurement outcome has negative probability, the second that the probabilities add up to one. A thermal state $e^{-\beta H}/Z$ of one particle on the ring is an example, but no Hamiltonian or temperature is assumed.

```lean
/-- A density matrix: positive semidefinite with unit trace. -/
def IsDensityMatrix (ρ : Matrix (ZMod N) (ZMod N) ℂ) : Prop :=
  ρ.PosSemidef ∧ ρ.trace = 1
```

The next two definitions are the two sides of the relation. `momentumDist` is the quadratic form $\langle\psi_k|\rho|\psi_k\rangle$, where `star` conjugates the left vector. `endToEnd` fixes the sign convention: the displaced site is the row index, which is why $\varphi_k(+d)$ appears in the Fourier sum.

```lean
/-- The expectation `n(k)` of `ρ` in the plane wave of wave number `k`. -/
def momentumDist (ρ : Matrix (ZMod N) (ZMod N) ℂ) (k : ZMod N) : ℂ :=
  star (planeWave k) ⬝ᵥ (ρ *ᵥ planeWave k)

/-- The open-path end-to-end function: the sum of `ρ(x + d, x)` over all sites `x`. -/
def endToEnd (ρ : Matrix (ZMod N) (ZMod N) ℂ) (d : ZMod N) : ℂ :=
  ∑ x, ρ (x + d) x
```

Q: I object to the name. I see no path anywhere, only matrix elements.

A: That is a fair limit on what is covered. For a thermal state $e^{-\beta H}/Z$, the path-integral representation writes $\rho(x+d,x)$ as $1/Z$ times the summed weight of imaginary-time paths that start at $x$ and end at $x+d$. The file starts from the matrix element and contains no path sum, no discretisation in imaginary time and no sampling. Also, $G$ is normalised by $G(0)=1$, not by its sum over $d$, and it may be complex, so it is not in general a probability distribution of displacements.

Q: Where does it touch simulation practice, then?

A: Open-path simulations can obtain a particle's momentum distribution by Fourier transforming its end-to-end function; the theorem gives the exact finite version of that relation for a single particle on a periodic lattice. Several particles, exchange and the continuum limit are not treated.

One more definition prepares the converse: a mixture of plane-wave projectors $|\psi_k\rangle\langle\psi_k|$ with real weights $p_k$.

```lean
/-- The mixture of plane waves with weights `p k`. -/
def planeWaveMixture (p : ZMod N → ℝ) : Matrix (ZMod N) (ZMod N) ℂ :=
  ∑ k, (p k : ℂ) • vecMulVec (planeWave k) (star (planeWave k))
```

Q: Now the proof. Does it repeat your geometric series?

A: It uses a library result in its place. The first lemma identifies the explicit exponential with the standard additive character of `ZMod N`, evaluated at $kd$. This is the step that settles your worry about representatives.

```lean
/-- The phase is the standard additive character of the ring, evaluated at `k * d`. -/
theorem phase_eq_char (k d : ZMod N) : phase k d = ZMod.stdAddChar (k * d) := by
  have h := ZMod.stdAddChar_coe (N := N) ((k.val * d.val : ℕ) : ℤ)
  have e : (((k.val * d.val : ℕ) : ℤ) : ZMod N) = k * d := by
    rw [Int.cast_natCast, Nat.cast_mul, ZMod.natCast_zmod_val, ZMod.natCast_zmod_val]
  rw [e, Int.cast_natCast, Nat.cast_mul] at h
  rw [phase, h]
```

Multiplicativity and the orthogonality sum then follow from general facts about characters. `AddChar.sum_mulShift` supplies the cancellation for $a\ne0$.

```lean
/-- Phases multiply when displacements are added. -/
theorem phase_add (k a b : ZMod N) : phase k (a + b) = phase k a * phase k b := by
  simp only [phase_eq_char, mul_add, AddChar.map_add_eq_mul]

/-- Summed over all wave numbers, the phases cancel unless the displacement is zero. -/
theorem sum_phase (a : ZMod N) : ∑ k, phase k a = if a = 0 then (N : ℂ) else 0 := by
  simp only [phase_eq_char]
  rw [AddChar.sum_mulShift a (ZMod.isPrimitive_stdAddChar N)]
  split_ifs <;> simp [ZMod.card]
```

The next lemma computes $\psi_k(x)\overline{\psi_k(y)}=\varphi_k(x-y)/N$. Conjugation inverts the phase and so reverses the displacement, while the two factors $\sqrt N$ combine to $N$.

```lean
/-- The projector onto a plane wave has entries that depend only on the displacement. -/
theorem planeWave_mul_star (k x y : ZMod N) :
    planeWave k x * star (planeWave k y) = (N : ℂ)⁻¹ * phase k (x - y) := by
  have hs : ((Real.sqrt (N : ℝ) : ℝ) : ℂ) * ((Real.sqrt (N : ℝ) : ℝ) : ℂ) = (N : ℂ) := by
    rw [← Complex.ofReal_mul, Real.mul_self_sqrt (Nat.cast_nonneg N)]
    exact Complex.ofReal_natCast N
  -- conjugation inverts a phase, hence reverses the displacement
  have hinv : star (phase k y) = (phase k y)⁻¹ := by
    rw [phase, ← Complex.exp_neg, Complex.star_def, ← Complex.exp_conj]
    congr 1
    simp only [map_div₀, map_mul, Complex.conj_I, Complex.conj_ofReal, map_natCast, map_ofNat]
    ring
  have hstar : star (phase k y) = phase k (-y) := by
    rw [hinv, phase_eq_char, phase_eq_char, mul_neg, AddChar.map_neg_eq_inv]
  have hc : star (planeWave k y) = phase k (-y) / ((Real.sqrt (N : ℝ) : ℝ) : ℂ) := by
    rw [planeWave, star_div₀, hstar, Complex.star_def, Complex.conj_ofReal]
  rw [hc, planeWave, sub_eq_add_neg, phase_add, ← hs]
  ring
```

Q: And the change of variables from two sites to a site and a displacement?

A: That is `key` in the following proof. For fixed $y$, the map `Equiv.addLeft y` sends $d$ to $x=y+d$ and is a bijection of the ring, so no terms are lost or doubled. The rest expands the quadratic form and applies the projector formula term by term.

```lean
/-- The momentum distribution is the inverse Fourier sum of the end-to-end function. -/
theorem momentumDist_eq_fourier (ρ : Matrix (ZMod N) (ZMod N) ℂ) (k : ZMod N) :
    momentumDist ρ k = (N : ℂ)⁻¹ * ∑ d, endToEnd ρ d * phase k (-d) := by
  -- pass from (site, displacement) to a pair of sites
  have key : ∑ d, endToEnd ρ d * phase k (-d) = ∑ y, ∑ x, ρ x y * phase k (y - x) := by
    simp only [endToEnd, Finset.sum_mul]
    rw [Finset.sum_comm]
    refine Finset.sum_congr rfl fun y _ => ?_
    refine Fintype.sum_equiv (Equiv.addLeft y) _ _ fun d => ?_
    change ρ (y + d) y * phase k (-d) = ρ (y + d) y * phase k (y - (y + d))
    have h : y - (y + d) = -d := by ring
    rw [h]
  rw [key, Finset.sum_comm, Finset.mul_sum]
  simp only [momentumDist, dotProduct, Matrix.mulVec, Pi.star_apply]
  refine Finset.sum_congr rfl fun x _ => ?_
  rw [Finset.mul_sum, Finset.mul_sum]
  refine Finset.sum_congr rfl fun y _ => ?_
  linear_combination ρ x y * planeWave_mul_star k y x
```

The inversion follows the calculation by hand. The local statement `h` merges $\varphi_k(-a)\varphi_k(d)$ into $\varphi_k(d-a)$, `Finset.sum_comm` exchanges the sums over $k$ and $a$, and `sum_phase` leaves only $a=d$.

```lean
/-- For any matrix `ρ`, the end-to-end function is the Fourier sum of `n(k)`. -/
theorem endToEnd_eq_sum (ρ : Matrix (ZMod N) (ZMod N) ℂ) (d : ZMod N) :
    endToEnd ρ d = ∑ k, momentumDist ρ k * phase k d := by
  have hN : (N : ℂ) ≠ 0 := Nat.cast_ne_zero.mpr (NeZero.ne N)
  have h : ∀ k, momentumDist ρ k * phase k d
      = ∑ a, (N : ℂ)⁻¹ * endToEnd ρ a * phase k (d - a) := by
    intro k
    rw [momentumDist_eq_fourier, Finset.mul_sum, Finset.sum_mul]
    refine Finset.sum_congr rfl fun a _ => ?_
    rw [sub_eq_add_neg, phase_add]
    ring
  -- orthogonality of the phases keeps only the displacement `a = d`
  rw [Finset.sum_congr rfl fun k _ => h k, Finset.sum_comm]
  simp only [← Finset.mul_sum, sum_phase, sub_eq_zero, mul_ite, mul_zero,
    Finset.sum_ite_eq, Finset.mem_univ, if_true]
  field_simp
```

Q: Which theorem is the one you promised me?

A: The next one. For every density matrix it states three things: the Fourier sum at every $d$, `0 ≤ momentumDist ρ k` at every $k$, and total weight one.

Q: `momentumDist` is complex-valued. What does an inequality between complex numbers mean?

A: In the order used here, $0\le z$ means that $z$ has zero imaginary part and non-negative real part. Reality of $n(k)$ is therefore part of the claim.

```lean
/-- For a density matrix on the ring, the end-to-end function is the Fourier sum of the
momentum distribution `n(k)`, which is real, non-negative and sums to one. -/
theorem endToEnd_momentum_distribution {ρ : Matrix (ZMod N) (ZMod N) ℂ}
    (hρ : IsDensityMatrix ρ) :
    (∀ d, endToEnd ρ d = ∑ k, momentumDist ρ k * phase k d) ∧
      (∀ k, 0 ≤ momentumDist ρ k) ∧ ∑ k, momentumDist ρ k = 1 := by
  refine ⟨endToEnd_eq_sum ρ, fun k => hρ.1.dotProduct_mulVec_nonneg _, ?_⟩
  -- at zero displacement the path closes and the sum is the trace
  have h0 := endToEnd_eq_sum ρ 0
  have ht : endToEnd ρ 0 = 1 := by
    rw [← hρ.2]
    simp [endToEnd, Matrix.trace]
  rw [ht] at h0
  simpa [phase] using h0.symm
```

The proof takes the Fourier sum from the previous theorem and non-negativity from `dotProduct_mulVec_nonneg`. For the normalisation it evaluates at $d=0$, where the left side is the trace and every phase is one.

Q: Could $G$ satisfy further constraints that you have missed?

A: No. Given any probabilities $p_k$, form $\rho_p=\sum_k p_k|\psi_k\rangle\langle\psi_k|$. Its entries are $\rho_p(x+d,x)=\frac1N\sum_k p_k\varphi_k(d)$, independent of $x$. Summing over the $N$ sites gives $G(d)=\sum_k p_k\varphi_k(d)$.

```lean
/-- The end-to-end function of a mixture of plane waves is the Fourier sum of its weights. -/
theorem endToEnd_planeWaveMixture (p : ZMod N → ℝ) (d : ZMod N) :
    endToEnd (planeWaveMixture p) d = ∑ k, (p k : ℂ) * phase k d := by
  have hN : (N : ℂ) ≠ 0 := Nat.cast_ne_zero.mpr (NeZero.ne N)
  simp only [endToEnd, planeWaveMixture, Matrix.sum_apply, Matrix.smul_apply,
    Matrix.vecMulVec_apply, Pi.star_apply, smul_eq_mul, planeWave_mul_star, add_sub_cancel_left]
  rw [Finset.sum_comm]
  refine Finset.sum_congr rfl fun k _ => ?_
  rw [Finset.sum_const, Finset.card_univ, ZMod.card, nsmul_eq_mul]
  field_simp
```

This $\rho_p$ is a density matrix: a non-negative combination of projectors is positive semidefinite, and its trace is $G(0)=\sum_k p_k=1$. Hence a function on the ring is the end-to-end function of some density matrix exactly when it is the Fourier sum of a probability distribution over wave numbers.

```lean
/-- A function on the ring is the end-to-end function of some density matrix exactly when it is
the Fourier sum of a probability distribution over wave numbers. -/
theorem exists_densityMatrix_iff (G : ZMod N → ℂ) :
    (∃ ρ, IsDensityMatrix ρ ∧ ∀ d, endToEnd ρ d = G d) ↔
      ∃ p : ZMod N → ℝ, (∀ k, 0 ≤ p k) ∧ ∑ k, p k = 1 ∧
        ∀ d, G d = ∑ k, (p k : ℂ) * phase k d := by
  constructor
  · rintro ⟨ρ, hρ, hG⟩
    obtain ⟨h1, h2, h3⟩ := endToEnd_momentum_distribution hρ
    have hre : ∀ k, (((momentumDist ρ k).re : ℝ) : ℂ) = momentumDist ρ k := fun k =>
      Complex.ext (Complex.ofReal_re _)
        ((Complex.ofReal_im _).trans (Complex.nonneg_iff.mp (h2 k)).2)
    refine ⟨fun k => (momentumDist ρ k).re, fun k => (Complex.nonneg_iff.mp (h2 k)).1, ?_, ?_⟩
    · apply Complex.ofReal_injective
      rw [Complex.ofReal_sum, Complex.ofReal_one, ← h3]
      exact Finset.sum_congr rfl fun k _ => hre k
    · intro d
      rw [← hG d, h1 d]
      exact Finset.sum_congr rfl fun k _ => by rw [hre k]
  · rintro ⟨p, hp, hsum, hG⟩
    -- the mixture of plane waves with weights `p` realises `G`
    refine ⟨planeWaveMixture p, ⟨?_, ?_⟩, fun d => ?_⟩
    · refine Matrix.posSemidef_sum _ fun k _ => ?_
      exact (Matrix.posSemidef_vecMulVec_self_star _).smul (Complex.zero_le_real.mpr (hp k))
    · have h0 := endToEnd_planeWaveMixture p 0
      have ht : endToEnd (planeWaveMixture p) 0 = (planeWaveMixture p).trace := by
        simp [endToEnd, Matrix.trace]
      have hph : ∀ k : ZMod N, phase k 0 = 1 := fun k => by simp [phase]
      rw [← ht, h0]
      simp only [hph, mul_one]
      rw [← Complex.ofReal_sum, hsum, Complex.ofReal_one]
    · rw [endToEnd_planeWaveMixture, hG d]
```

In the forward direction the proof takes $p_k$ to be the real part of $n(k)$, which loses nothing because the imaginary part vanishes. In the backward direction it supplies `planeWaveMixture p` and checks positivity, trace and end-to-end function in turn.

Q: Is there a consequence I could test on data?

A: A bound on the modulus. Every phase has modulus one, so the triangle inequality gives
$$|G(d)|\le\sum_k p_k|\varphi_k(d)|=\sum_k p_k=1 .$$
In the two-site case this is $|2\operatorname{Re}c|\le1$. A function with $G(0)=1$ whose exact modulus exceeds one somewhere cannot come from a density matrix on the ring. A sampled estimate can exceed one by chance, so only an excess of many standard errors is strong evidence that something in the calculation, such as the normalisation or the sampling, is wrong.

```lean
/-- The end-to-end function of a density matrix never exceeds one in modulus. -/
theorem norm_endToEnd_le_one {ρ : Matrix (ZMod N) (ZMod N) ℂ}
    (hρ : IsDensityMatrix ρ) (d : ZMod N) : ‖endToEnd ρ d‖ ≤ 1 := by
  obtain ⟨p, hp, hsum, hG⟩ := (exists_densityMatrix_iff (endToEnd ρ)).mp ⟨ρ, hρ, fun _ => rfl⟩
  have hn : ∀ k : ZMod N, ‖phase k d‖ = 1 := by
    intro k
    have h : phase k d = Complex.exp
        (((2 * Real.pi * ((k.val : ℝ) * (d.val : ℝ)) / (N : ℝ) : ℝ) : ℂ) * Complex.I) := by
      rw [phase]
      congr 1
      push_cast
      ring
    rw [h, Complex.norm_exp_ofReal_mul_I]
  rw [hG d, ← hsum]
  refine (norm_sum_le _ _).trans (le_of_eq (Finset.sum_congr rfl fun k _ => ?_))
  rw [norm_mul, hn k, mul_one, Complex.norm_real, Real.norm_of_nonneg (hp k)]

end

end OpenPathMomentum
```

The proof obtains the weights from the equivalence just shown, rewrites each phase as the exponential of $i$ times a real number to get its modulus, and finishes with `norm_sum_le`.

Q: So my remaining doubt concerns the model and not the algebra: one particle, a finite ring, and a matrix element where I would have a sampled path.

A: Yes. To apply the result to a simulation, you must still argue that your open paths sample $\rho(x+d,x)$ and that the lattice is fine enough and the ring large enough for your system.

```lean
#print axioms OpenPathMomentum.endToEnd_momentum_distribution
#print axioms OpenPathMomentum.norm_endToEnd_le_one
```

```
'OpenPathMomentum.endToEnd_momentum_distribution' depends on axioms: [propext, Classical.choice, Quot.sound]
'OpenPathMomentum.norm_endToEnd_le_one' depends on axioms: [propext, Classical.choice, Quot.sound]
```
